# Projected Wannier orbitals are the orthonormal basis of a given space that overlaps most with the trial orbitals

Let $P$ be a Hermitian projector of rank $N$, and let the $N$ columns of a matrix $A$ be trial orbitals for which $M = A^\dagger P A$ is invertible. Among all matrices $U$ whose columns form an orthonormal basis of the range of $P$, the overlap $\mathrm{Re}\,\mathrm{Tr}(A^\dagger U)$ is largest for

$$V = P A M^{-1/2},$$

and every other $U$ gives a strictly smaller value. For real matrices the overlap is simply $\mathrm{Tr}(A^T U)$.

## An occupied space and a set of trial orbitals

The projector $P$ describes a space of one-electron states, for example the occupied orbitals of a molecule. This space has many orthonormal bases, related by unitary rotations. Trial orbitals, such as atomic orbitals or bond functions, express which basis we would like, but they usually do not lie in the space. Projecting them gives $PA$, whose columns are in general not orthonormal, and the factor $M^{-1/2}$ repairs this.

Invertibility of $M$ means that the projected trial orbitals are linearly independent: no nontrivial combination of trial orbitals is orthogonal to the space. Without any such condition uniqueness can fail. If $N=1$ and the trial orbital is orthogonal to the space, every normalised $U$ has overlap zero.

Such orbitals can serve as a localised representation of an occupied space or as a starting guess for further localisation. The name comes from crystals, where the formula is applied at each wave vector and a Fourier transform of the resulting Bloch-like orbitals gives Wannier functions. The result concerns one fixed space in a finite orthonormal basis, and does not say how fast the orbitals decay.

## The statement in Lean's terms

The scalars `𝕜` are real or complex. The finite type `n` labels the basis functions and `m` labels the trial orbitals, so $N$ is `Fintype.card m`. The hypotheses of `wannier_unique_maximizer` are:

- `hP` and `hPP`: $P$ is Hermitian and $P^2=P$.
- `hr`: the rank of $P$ equals the number of trial orbitals.
- `hM`: $A^\dagger P A$ is invertible.

The trial orbitals need not be normalised or mutually orthogonal.

`IsOrbitalBasis P U` says that $U^\dagger U = 1$ and that $U$ and $P$ have the same range. `overlap A U` is $\mathrm{Re}\,\mathrm{Tr}(A^\dagger U)$; the real part makes the quantity an ordinary number to maximise, and for complex orbitals this number depends on their phases. `wannier hP A` is $V$. The conclusion is that $V$ is such a basis and that each $U \neq V$ has strictly smaller overlap.

A second theorem, `wannier_closest`, states that under the same hypotheses $V$ is also strictly closer to $A$ than any other such basis, in the squared distance $\mathrm{Re}\,\mathrm{Tr}((U-A)^\dagger(U-A))$.

## Orthonormalising the projected orbitals

Since $P^\dagger P = P$, the overlap matrix of the projected orbitals is $(PA)^\dagger(PA) = M$. For any vector $x$ this gives $x^\dagger M x = \lVert PAx\rVert^2 \ge 0$. If the value is zero, then $PAx=0$, so $Mx = A^\dagger PAx = 0$ and $x=0$. Hence $M$ is positive definite.

Write $M = E\,\mathrm{diag}(\lambda_i)\,E^\dagger$ with $E$ unitary and all $\lambda_i>0$, and set $W = M^{-1/2} = E\,\mathrm{diag}(\lambda_i^{-1/2})\,E^\dagger$. Then $W$ is positive definite and $WMW=1$, so

$$V^\dagger V = W (PA)^\dagger (PA) W = WMW = 1.$$

The columns of $V=PAW$ are $N$ orthonormal vectors in the range of $P$. That range has dimension $N$, so they span it.

## The overlap lost by any other basis

Let $S = W^{-1}$, which is Hermitian and positive definite. Then $PA = VS$. Any orthonormal basis $U$ of the range satisfies $PU=U$, so

$$A^\dagger U = A^\dagger P U = (PA)^\dagger U = S V^\dagger U .$$

For $U=V$ this gives $\mathrm{Tr}(A^\dagger V) = \mathrm{Tr}\,S$. Now expand the weighted square of the difference. Orthonormality and the cyclic property turn both diagonal terms into $\mathrm{Tr}\,S$, and the two cross terms are complex conjugates:

$$\mathrm{Re}\,\mathrm{Tr}\big[(U-V)S(U-V)^\dagger\big] = 2\,\mathrm{Tr}\,S - 2\,\mathrm{Re}\,\mathrm{Tr}(S V^\dagger U) = 2\,\mathrm{Re}\,\mathrm{Tr}(A^\dagger V) - 2\,\mathrm{Re}\,\mathrm{Tr}(A^\dagger U).$$

With $D=U-V$ and $d_i$ its $i$-th row, the left side is $\sum_i d_i S d_i^\dagger$. Each term is non-negative, and it is positive when $d_i\neq 0$. The gap is therefore strictly positive unless $U=V$, which gives the maximum and its uniqueness together.

The distance result follows from

$$\mathrm{Re}\,\mathrm{Tr}\big[(U-A)^\dagger(U-A)\big] = N + \mathrm{Tr}(A^\dagger A) - 2\,\mathrm{Re}\,\mathrm{Tr}(A^\dagger U),$$

where only the last term depends on $U$.

## One trial orbital on two sites

For a single trial orbital $a$, $M$ is the number $\lVert Pa\rVert^2$ and $V = Pa/\lVert Pa\rVert$. The other bases differ from $V$ by a phase $e^{i\theta}$, and their overlap is $\lVert Pa\rVert\cos\theta$.

Take $P$ to project onto the symmetric combination of two sites, and put $a$ on the first site. Then $Pa = (\tfrac12,\tfrac12)^T$, $M=\tfrac12$ and $V = (1,1)^T/\sqrt2$, with overlap $1/\sqrt2$. With real scalars the only other basis is $-V$, with overlap $-1/\sqrt2$.

## The Lean file

```lean
import Mathlib

open Matrix
open scoped ComplexOrder

namespace ProjectedWannier

noncomputable section

variable {𝕜 n m : Type*} [RCLike 𝕜] [Fintype n] [Fintype m] [DecidableEq m]

/-- The columns of `U` form an orthonormal basis of the range of `P`. -/
def IsOrbitalBasis (P : Matrix n n 𝕜) (U : Matrix n m 𝕜) : Prop :=
  Uᴴ * U = 1 ∧ LinearMap.range U.mulVecLin = LinearMap.range P.mulVecLin

/-- The total overlap `Re Tr(Aᴴ U)` of the orbitals `U` with the trial orbitals `A`. -/
def overlap (A U : Matrix n m 𝕜) : ℝ := RCLike.re (trace (Aᴴ * U))

/-- A matrix formed from the eigenvectors and eigenvalues of a Hermitian `M`; when `M` is positive
definite it is the inverse square root `M^(-1/2)`. -/
def invSqrt {M : Matrix m m 𝕜} (hM : M.IsHermitian) : Matrix m m 𝕜 :=
  (hM.eigenvectorUnitary : Matrix m m 𝕜) *
    diagonal (fun i => (((Real.sqrt (hM.eigenvalues i))⁻¹ : ℝ) : 𝕜)) *
    (hM.eigenvectorUnitary : Matrix m m 𝕜)ᴴ

/-- The projected Wannier orbitals `P A (Aᴴ P A)^(-1/2)`, for a Hermitian `P` and trial
orbitals `A` with `Aᴴ P A` positive definite. -/
def wannier {P : Matrix n n 𝕜} (hP : P.IsHermitian) (A : Matrix n m 𝕜) : Matrix n m 𝕜 :=
  P * A * invSqrt (isHermitian_conjTranspose_mul_mul A hP)

/-- For a positive definite `M`, the matrix `W = M^(-1/2)` is positive definite and
satisfies `W M W = 1`. -/
theorem invSqrt_spec {M : Matrix m m 𝕜} (hM : M.IsHermitian) (h : M.PosDef) :
    (invSqrt hM).PosDef ∧ invSqrt hM * M * invSqrt hM = 1 := by
  have hpos : ∀ i, 0 < hM.eigenvalues i := h.eigenvalues_pos
  have aux : ∀ x : ℝ, 0 < x → (Real.sqrt x)⁻¹ * x * (Real.sqrt x)⁻¹ = 1 := by
    intro x hx
    have hs : Real.sqrt x * Real.sqrt x = x := Real.mul_self_sqrt hx.le
    have hp : Real.sqrt x ≠ 0 := (Real.sqrt_pos.mpr hx).ne'
    calc (Real.sqrt x)⁻¹ * x * (Real.sqrt x)⁻¹
        = (Real.sqrt x)⁻¹ * (Real.sqrt x * Real.sqrt x) * (Real.sqrt x)⁻¹ := by rw [hs]
      _ = 1 := by rw [← mul_assoc, inv_mul_cancel₀ hp, one_mul, mul_inv_cancel₀ hp]
  let E : Matrix m m 𝕜 := hM.eigenvectorUnitary
  let D : Matrix m m 𝕜 := diagonal (fun i => ((hM.eigenvalues i : ℝ) : 𝕜))
  let F : Matrix m m 𝕜 := diagonal (fun i => (((Real.sqrt (hM.eigenvalues i))⁻¹ : ℝ) : 𝕜))
  have h1 : Eᴴ * E = 1 := Matrix.mem_unitaryGroup_iff'.mp hM.eigenvectorUnitary.2
  have h2 : E * Eᴴ = 1 := mul_eq_one_comm.mp h1
  have hD : M = E * D * Eᴴ := by
    have hs := hM.spectral_theorem
    rw [Unitary.conjStarAlgAut_apply] at hs
    exact hs
  have hF : F * D * F = 1 := by
    simp only [F, D, diagonal_mul_diagonal]
    rw [← diagonal_one]
    congr 1
    funext i
    exact_mod_cast aux _ (hpos i)
  constructor
  · have hFp : F.PosDef := by
      refine Matrix.posDef_diagonal_iff.mpr fun i => ?_
      exact RCLike.ofReal_pos.mpr (inv_pos.mpr (Real.sqrt_pos.mpr (hpos i)))
    refine hFp.mul_mul_conjTranspose_same (B := E) fun x y hxy => ?_
    have h3 := congrArg (fun v => v ᵥ* Eᴴ) hxy
    simpa only [Matrix.vecMul_vecMul, h2, Matrix.vecMul_one] using h3
  · calc invSqrt hM * M * invSqrt hM
        = (E * F * Eᴴ) * (E * D * Eᴴ) * (E * F * Eᴴ) :=
          congrArg (fun X => invSqrt hM * X * invSqrt hM) hD
      _ = E * (F * (Eᴴ * E) * D * (Eᴴ * E) * F) * Eᴴ := by simp only [Matrix.mul_assoc]
      _ = 1 := by rw [h1, Matrix.mul_one, Matrix.mul_one, hF, Matrix.mul_one, h2]

omit [Fintype m] [DecidableEq m] in
/-- For a Hermitian projector `P`, the projected trial orbitals `P A` have the overlap
matrix `Aᴴ P A`. -/
theorem gram_eq {P : Matrix n n 𝕜} (hP : P.IsHermitian) (hPP : P * P = P)
    (A : Matrix n m 𝕜) : (P * A)ᴴ * (P * A) = Aᴴ * P * A := by
  rw [conjTranspose_mul, hP.eq, Matrix.mul_assoc, ← Matrix.mul_assoc P P A, hPP,
    Matrix.mul_assoc]

/-- For a Hermitian projector `P`, the overlap matrix `Aᴴ P A` is positive definite
if it is invertible. -/
theorem gram_posDef {P : Matrix n n 𝕜} (hP : P.IsHermitian) (hPP : P * P = P)
    {A : Matrix n m 𝕜} (hM : IsUnit (Aᴴ * P * A)) : (Aᴴ * P * A).PosDef := by
  rw [← gram_eq hP hPP A]
  refine Matrix.PosDef.conjTranspose_mul_self _ fun x y hxy => ?_
  have h := congrArg (fun v => (P * A)ᴴ *ᵥ v) hxy
  simp only [Matrix.mulVec_mulVec, gram_eq hP hPP A] at h
  exact Matrix.mulVec_injective_of_isUnit hM h

/-- If the Hermitian projector `P` has as large a rank as there are trial orbitals and
`Aᴴ P A` is invertible, the projected Wannier orbitals are an orthonormal basis of range `P`. -/
theorem wannier_isOrbitalBasis {P : Matrix n n 𝕜} (hP : P.IsHermitian) (hPP : P * P = P)
    (hr : P.rank = Fintype.card m) {A : Matrix n m 𝕜} (hM : IsUnit (Aᴴ * P * A)) :
    IsOrbitalBasis P (wannier hP A) := by
  obtain ⟨hW, hWMW⟩ := invSqrt_spec (isHermitian_conjTranspose_mul_mul A hP)
    (gram_posDef hP hPP hM)
  have h1 : (wannier hP A)ᴴ * wannier hP A = 1 := by
    rw [wannier, conjTranspose_mul, hW.isHermitian.eq, Matrix.mul_assoc,
      ← Matrix.mul_assoc (P * A)ᴴ, gram_eq hP hPP A, ← Matrix.mul_assoc]
    exact hWMW
  refine ⟨h1, Submodule.eq_of_le_of_finrank_eq ?_ ?_⟩
  · rintro _ ⟨x, rfl⟩
    exact ⟨(A * invSqrt (isHermitian_conjTranspose_mul_mul A hP)) *ᵥ x, by
      simp only [wannier, Matrix.mulVecLin_apply, Matrix.mulVec_mulVec, Matrix.mul_assoc]⟩
  · -- orthonormal columns have full rank, so the two dimensions agree
    change (wannier hP A).rank = P.rank
    rw [hr]
    refine le_antisymm (Matrix.rank_le_card_width _) ?_
    calc Fintype.card m = (1 : Matrix m m 𝕜).rank := Matrix.rank_one.symm
      _ = ((wannier hP A)ᴴ * wannier hP A).rank := by rw [h1]
      _ ≤ (wannier hP A).rank := Matrix.rank_mul_le_right _ _

/-- A projector `P` leaves every orthonormal basis of its range unchanged. -/
theorem IsOrbitalBasis.proj_mul {P : Matrix n n 𝕜} {U : Matrix n m 𝕜}
    (hU : IsOrbitalBasis P U) (hPP : P * P = P) : P * U = U := by
  ext i j
  have hmem : U.mulVecLin (Pi.single j 1) ∈ LinearMap.range P.mulVecLin :=
    hU.2 ▸ LinearMap.mem_range_self _ _
  obtain ⟨y, hy⟩ := hmem
  simp only [Matrix.mulVecLin_apply] at hy
  have h : (P * U) *ᵥ Pi.single j 1 = U *ᵥ Pi.single j 1 := by
    rw [← Matrix.mulVec_mulVec, ← hy, Matrix.mulVec_mulVec, hPP]
  simpa [Matrix.mulVec_single_one] using congrFun h i

/-- Let `P` be a Hermitian projector whose rank is the number of trial orbitals `A`, with `Aᴴ P A`
invertible. The overlap lost by using another orthonormal basis `U` of range `P` in place of the
projected Wannier orbitals `V` is half of `Re Tr((U - V) S (U - V)ᴴ)`, where `S` is the inverse of
`(Aᴴ P A)^(-1/2)`. -/
theorem overlap_gap {P : Matrix n n 𝕜} (hP : P.IsHermitian) (hPP : P * P = P)
    (hr : P.rank = Fintype.card m) {A : Matrix n m 𝕜} (hM : IsUnit (Aᴴ * P * A))
    {U : Matrix n m 𝕜} (hU : IsOrbitalBasis P U) :
    2 * (overlap A (wannier hP A) - overlap A U) =
      RCLike.re (trace ((U - wannier hP A) *
        (invSqrt (isHermitian_conjTranspose_mul_mul A hP))⁻¹ * (U - wannier hP A)ᴴ)) := by
  have hW := (invSqrt_spec (isHermitian_conjTranspose_mul_mul A hP)
    (gram_posDef hP hPP hM)).1
  have hV := wannier_isOrbitalBasis hP hPP hr hM
  have hS := hW.inv.isHermitian
  -- polar decomposition of the projected trial orbitals
  have hVS : wannier hP A * (invSqrt (isHermitian_conjTranspose_mul_mul A hP))⁻¹ = P * A := by
    rw [wannier, Matrix.mul_assoc, Matrix.mul_nonsing_inv _
      ((Matrix.isUnit_iff_isUnit_det _).mp hW.isUnit), Matrix.mul_one]
  generalize (invSqrt (isHermitian_conjTranspose_mul_mul A hP))⁻¹ = S at hS hVS ⊢
  generalize wannier hP A = V at hV hVS ⊢
  have key : ∀ X : Matrix n m 𝕜, P * X = X → Aᴴ * X = S * (Vᴴ * X) := by
    intro X hX
    calc Aᴴ * X = (P * A)ᴴ * X := by rw [conjTranspose_mul, hP.eq, Matrix.mul_assoc, hX]
      _ = S * (Vᴴ * X) := by rw [← hVS, conjTranspose_mul, hS.eq, Matrix.mul_assoc]
  have hd : ∀ X : Matrix n m 𝕜, Xᴴ * X = 1 → trace (X * S * Xᴴ) = trace S := by
    intro X hX
    rw [Matrix.trace_mul_comm, ← Matrix.mul_assoc, hX, Matrix.one_mul]
  have hUV : trace (U * S * Vᴴ) = trace (S * (Vᴴ * U)) := by
    rw [Matrix.trace_mul_comm (U * S) Vᴴ, ← Matrix.mul_assoc Vᴴ U S,
      Matrix.trace_mul_comm (Vᴴ * U) S]
  have hVU : RCLike.re (trace (V * S * Uᴴ)) = RCLike.re (trace (U * S * Vᴴ)) := by
    have h : V * S * Uᴴ = (U * S * Vᴴ)ᴴ := by
      rw [conjTranspose_mul, conjTranspose_mul, conjTranspose_conjTranspose, hS.eq,
        Matrix.mul_assoc]
    rw [h, Matrix.trace_conjTranspose, RCLike.star_def, RCLike.conj_re]
  have hexp : (U - V) * S * (U - V)ᴴ =
      U * S * Uᴴ - U * S * Vᴴ - (V * S * Uᴴ - V * S * Vᴴ) := by
    simp only [conjTranspose_sub, Matrix.sub_mul, Matrix.mul_sub]
    abel
  rw [overlap, overlap, key V (hV.proj_mul hPP), key U (hU.proj_mul hPP), hV.1,
    Matrix.mul_one, hexp]
  simp only [Matrix.trace_sub, map_sub]
  rw [hVU, hUV, hd U hU.1, hd V hV.1]
  ring

omit [DecidableEq m] in
/-- For positive definite `S` and nonzero `D`, the weighted square `Re Tr(D S Dᴴ)` is
strictly positive. -/
theorem weighted_trace_pos {S : Matrix m m 𝕜} (hS : S.PosDef) {D : Matrix n m 𝕜}
    (hD : D ≠ 0) : 0 < RCLike.re (trace (D * S * Dᴴ)) := by
  have hrow : ∀ i, (D * S * Dᴴ) i i = star (star (D i)) ⬝ᵥ (S *ᵥ star (D i)) := by
    intro i
    rw [Matrix.mul_assoc, star_star]
    rfl
  have hp : ∀ i, D i ≠ 0 → 0 < RCLike.re ((D * S * Dᴴ) i i) := by
    intro i hi
    rw [hrow]
    exact (RCLike.pos_iff.mp (hS.dotProduct_mulVec_pos (star_ne_zero.mpr hi))).1
  obtain ⟨i, hi⟩ := Function.ne_iff.mp hD
  simp only [Matrix.trace, Matrix.diag_apply, map_sum]
  refine Finset.sum_pos' (fun k _ => ?_) ⟨i, Finset.mem_univ i, hp i hi⟩
  by_cases hk : D k = 0
  · rw [hrow, hk]
    simp
  · exact (hp k hk).le

/-- Let `P` be a Hermitian projector whose rank is the number of trial orbitals `A`, with
`Aᴴ P A` invertible. Among all orthonormal bases of range `P`, the projected Wannier orbitals
`P A (Aᴴ P A)^(-1/2)` are the unique one of largest overlap `Re Tr(Aᴴ U)`. -/
theorem wannier_unique_maximizer {P : Matrix n n 𝕜} (hP : P.IsHermitian) (hPP : P * P = P)
    (hr : P.rank = Fintype.card m) {A : Matrix n m 𝕜} (hM : IsUnit (Aᴴ * P * A)) :
    IsOrbitalBasis P (wannier hP A) ∧
      ∀ U, IsOrbitalBasis P U → U ≠ wannier hP A → overlap A U < overlap A (wannier hP A) := by
  refine ⟨wannier_isOrbitalBasis hP hPP hr hM, fun U hU hne => ?_⟩
  have hW := (invSqrt_spec (isHermitian_conjTranspose_mul_mul A hP)
    (gram_posDef hP hPP hM)).1
  have hgap := overlap_gap hP hPP hr hM hU
  have hpos := weighted_trace_pos hW.inv (sub_ne_zero.mpr hne)
  linarith

/-- Let `P` be a Hermitian projector whose rank is the number of trial orbitals `A`, with `Aᴴ P A`
invertible. The projected Wannier orbitals are strictly closer to the trial orbitals, in the squared
distance `Re Tr((U - A)ᴴ (U - A))`, than any other orthonormal basis `U` of range `P`. -/
theorem wannier_closest {P : Matrix n n 𝕜} (hP : P.IsHermitian) (hPP : P * P = P)
    (hr : P.rank = Fintype.card m) {A : Matrix n m 𝕜} (hM : IsUnit (Aᴴ * P * A))
    {U : Matrix n m 𝕜} (hU : IsOrbitalBasis P U) (hne : U ≠ wannier hP A) :
    RCLike.re (trace ((wannier hP A - A)ᴴ * (wannier hP A - A))) <
      RCLike.re (trace ((U - A)ᴴ * (U - A))) := by
  -- for orthonormal orbitals only the overlap term depends on the choice of basis
  have hexp : ∀ X : Matrix n m 𝕜, Xᴴ * X = 1 → RCLike.re (trace ((X - A)ᴴ * (X - A))) =
      RCLike.re (trace (1 : Matrix m m 𝕜)) + RCLike.re (trace (Aᴴ * A)) - 2 * overlap A X := by
    intro X hX
    have h : RCLike.re (trace (Xᴴ * A)) = overlap A X := by
      have h' : Xᴴ * A = (Aᴴ * X)ᴴ := by rw [conjTranspose_mul, conjTranspose_conjTranspose]
      rw [h', Matrix.trace_conjTranspose, RCLike.star_def, RCLike.conj_re, overlap]
    simp only [conjTranspose_sub, Matrix.sub_mul, Matrix.mul_sub, Matrix.trace_sub, map_sub]
    rw [h, hX, overlap]
    ring
  obtain ⟨hV, hmax⟩ := wannier_unique_maximizer hP hPP hr hM
  rw [hexp _ hV.1, hexp _ hU.1]
  linarith [hmax U hU hne]

/-- The projector onto the symmetric combination of two sites. -/
def bondProjector : Matrix (Fin 2) (Fin 2) ℝ := !![1/2, 1/2; 1/2, 1/2]

/-- A single trial orbital located on the first of two sites. -/
def siteOrbital : Matrix (Fin 2) (Fin 1) ℝ := !![1; 0]

/-- The two-site projector and the one-site trial orbital meet all conditions of the
maximum theorem. -/
theorem wannier_unique_maximizer_witness :
    bondProjector.IsHermitian ∧ bondProjector * bondProjector = bondProjector ∧
      bondProjector.rank = Fintype.card (Fin 1) ∧
      IsUnit (siteOrbitalᴴ * bondProjector * siteOrbital) := by
  have hM : IsUnit (siteOrbitalᴴ * bondProjector * siteOrbital) := by
    rw [Matrix.isUnit_iff_isUnit_det, isUnit_iff_ne_zero]
    simp [siteOrbital, bondProjector, Matrix.det_unique, Matrix.mul_apply, Fin.sum_univ_succ]
  refine ⟨?_, ?_, le_antisymm ?_ ?_, hM⟩
  · ext i j
    fin_cases i <;> fin_cases j <;> simp [bondProjector]
  · ext i j
    fin_cases i <;> fin_cases j <;>
      norm_num [bondProjector, Matrix.mul_apply, Fin.sum_univ_succ]
  · have h : bondProjector =
        (!![1; 1] : Matrix (Fin 2) (Fin 1) ℝ) * (!![1/2, 1/2] : Matrix (Fin 1) (Fin 2) ℝ) := by
      ext i j
      fin_cases i <;> fin_cases j <;> simp [bondProjector, Matrix.mul_apply]
    rw [h]
    exact (Matrix.rank_mul_le_left _ _).trans (Matrix.rank_le_card_width _)
  · rw [← Matrix.rank_of_isUnit _ hM]
    exact (Matrix.rank_mul_le_left _ _).trans (Matrix.rank_mul_le_right _ _)

end

end ProjectedWannier
```

```lean
#print axioms ProjectedWannier.wannier_isOrbitalBasis
-- 'ProjectedWannier.wannier_isOrbitalBasis' depends on axioms: [propext, Classical.choice, Quot.sound]
#print axioms ProjectedWannier.wannier_closest
-- 'ProjectedWannier.wannier_closest' depends on axioms: [propext, Classical.choice, Quot.sound]
```

## How the lemmas divide the work

`invSqrt_spec` proves that $W$ is positive definite and that $WMW=1$. It inserts the spectral theorem for $M$, cancels the unitary factors, and reduces the claim to $\lambda^{-1/2}\lambda\,\lambda^{-1/2}=1$ for each eigenvalue.

`gram_eq` and `gram_posDef` identify the overlap matrix and show that it is positive definite, using the injectivity argument above. `wannier_isOrbitalBasis` then proves orthonormality, shows that the range of $V$ lies in that of $P$, and compares dimensions; the rank of $V$ is at least that of $V^\dagger V=1$.

`IsOrbitalBasis.proj_mul` proves $PU=U$ column by column: each column of $U$ has the form $Py$, and $P(Py)=Py$.

`overlap_gap` is the gap formula. After establishing $VS=PA$, the two `generalize` steps replace the explicit expressions for $S$ and $V$ by plain variables, so the remaining algebra uses only the properties in the derivation. There `key` is $A^\dagger X = SV^\dagger X$, `hd` evaluates the diagonal terms, and `hUV` and `hVU` handle the cross terms.

`weighted_trace_pos` supplies the row-by-row positivity. The maximum theorem combines it with the gap formula by `linarith`, and `wannier_closest` adds the expansion of the squared distance.

Finally, `wannier_unique_maximizer_witness` checks the hypotheses for the two-site example. Writing $P$ as a column times a row bounds its rank above by one, and the invertible $1\times1$ matrix $M$ bounds it below by one.
